# Parallel transport gives the slowest orthonormal orbitals for a given motion of the density matrix

Propagate the canonical occupied orbitals of a ground state in time with no perturbation applied, and each one acquires a phase exp(−iεt), with ε its orbital energy in atomic units, while the density matrix stands still. An explicit Runge–Kutta integrator that is to give accurate orbitals must take steps small enough to follow these phases, although no observable depends on them. With a hybrid functional small steps are expensive, because each one applies the exchange operator again. It is therefore useful to know how much of the orbital motion the density matrix requires.

## The orbital speed splits into two parts

Let the columns of the n×k matrix Ψ(t) be the coefficients of k occupied orbitals in a finite orthonormal basis, so that ΨᴴΨ = 1. Here Ψ is not the many-electron wave function, and V = dΨ/dt is a velocity, not a potential. The density matrix is P = ΨΨᴴ, with one electron per orbital, and P' is its time derivative. The claim is

tr(P'²) ≤ 2 tr(VᴴV), with equality exactly when ΨᴴV = 0.

The condition ΨᴴV = 0 is parallel transport: no orbital moves within the occupied space. Since P' is the same for every choice of orbitals that represents P(t), orbitals that satisfy the condition at time t have the smallest possible speed at that time.

The product rule gives

P' = VΨᴴ + ΨVᴴ.

Differentiating ΨᴴΨ = 1 gives VᴴΨ + ΨᴴV = 0, so A = ΨᴴV is anti-Hermitian, Aᴴ = −A. Set D = V − ΨA. Then ΨᴴD = A − A = 0, and also DᴴΨ = 0. Inserting V = D + ΨA,

P' = DΨᴴ + ΨDᴴ + Ψ(A + Aᴴ)Ψᴴ = DΨᴴ + ΨDᴴ.

In the square, two of the four products contain ΨᴴD or DᴴΨ and vanish:

P'² = D(ΨᴴΨ)Dᴴ + Ψ(DᴴD)Ψᴴ = DDᴴ + ΨDᴴDΨᴴ.

By cyclicity of the trace and ΨᴴΨ = 1, each term has trace tr(DᴴD), so

tr(P'²) = 2 tr(DᴴD).

The cross terms of VᴴV vanish for the same reason:

tr(VᴴV) = tr(DᴴD) + tr(AᴴA).

Together these give

2 tr(VᴴV) = tr(P'²) + 2 tr(AᴴA).

The last trace is the sum of all |A_ij|². It is never negative, and it is zero only for A = 0, which proves the claim.

## Matrices, speeds and the density velocity in Lean

The types `n` and `k` are finite index sets, for basis functions and orbitals.

```lean
import Mathlib

open Matrix

namespace ParallelTransportOrbitals

variable {n k : Type*} [Fintype n] [Fintype k]
```

The squared speed is a real number, the sum of the squared moduli of all entries.

```lean
/-- The squared speed of a matrix velocity: the sum of the squared moduli of its entries. -/
noncomputable def speedSq {m l : Type*} [Fintype m] [Fintype l] (V : Matrix m l ℂ) : ℝ :=
  ∑ j, ∑ i, ‖V i j‖ ^ 2
```

The next definition is the product-rule expression for P', written for any pair of matrices. That it is a derivative is proved further on.

```lean
/-- The density-matrix velocity `V Ψᴴ + Ψ Vᴴ` produced by orbitals `Ψ` moving with
velocity `V`. -/
def densityVelocity (Ψ V : Matrix n k ℂ) : Matrix n n ℂ :=
  V * Ψᴴ + Ψ * Vᴴ
```

The first lemma identifies the squared speed with tr(VᴴV), entry by entry, because a complex number z times its conjugate is |z|². The trace is a complex number, so the real speed appears as its complex image.

```lean
/-- The squared speed is the trace `tr(Vᴴ V)`. -/
theorem trace_eq_speedSq {m l : Type*} [Fintype m] [Fintype l] (V : Matrix m l ℂ) :
    trace (Vᴴ * V) = (speedSq V : ℂ) := by
  simp only [speedSq, Matrix.trace, Matrix.diag_apply, Matrix.mul_apply,
    Matrix.conjTranspose_apply]
  push_cast
  exact Finset.sum_congr rfl fun j _ => Finset.sum_congr rfl fun i _ => Complex.conj_mul' _
```

## The algebra at one instant

Adding ΨA to the velocity leaves P' unchanged when A is anti-Hermitian. The proof expands the products, replaces Aᴴ by −A and lets the two extra terms cancel.

```lean
omit [Fintype n] in
/-- Adding a rotation `Ψ A` among the orbitals, with `A` anti-Hermitian, leaves the velocity
of the density matrix unchanged. -/
theorem densityVelocity_gauge (Ψ D : Matrix n k ℂ) {A : Matrix k k ℂ} (hA : Aᴴ = -A) :
    densityVelocity Ψ (D + Ψ * A) = densityVelocity Ψ D := by
  simp only [densityVelocity, Matrix.conjTranspose_add, Matrix.conjTranspose_mul, hA,
    Matrix.add_mul, Matrix.mul_add, Matrix.neg_mul, Matrix.mul_neg, Matrix.mul_assoc]
  abel
```

For a velocity orthogonal to the occupied space, the squared density velocity has trace 2 tr(DᴴD). The `calc` block contains the four products from the derivation above, and the closing rewrites use cyclicity of the trace.

```lean
/-- For orthonormal orbitals whose velocity `D` is orthogonal to the occupied space,
`tr(P'²) = 2 tr(Dᴴ D)`. -/
theorem trace_densityVelocity_sq [DecidableEq k] {Ψ D : Matrix n k ℂ}
    (h1 : Ψᴴ * Ψ = 1) (h0 : Ψᴴ * D = 0) :
    trace (densityVelocity Ψ D * densityVelocity Ψ D) = 2 * trace (Dᴴ * D) := by
  have h0' : Dᴴ * Ψ = 0 := by
    have h := congrArg Matrix.conjTranspose h0
    simpa [Matrix.conjTranspose_mul] using h
  -- two of the four products vanish by orthogonality
  have e : densityVelocity Ψ D * densityVelocity Ψ D = D * Dᴴ + Ψ * (Dᴴ * D) * Ψᴴ := by
    calc densityVelocity Ψ D * densityVelocity Ψ D
        = D * (Ψᴴ * D) * Ψᴴ + D * (Ψᴴ * Ψ) * Dᴴ + Ψ * (Dᴴ * D) * Ψᴴ
          + Ψ * (Dᴴ * Ψ) * Dᴴ := by
          simp only [densityVelocity, Matrix.add_mul, Matrix.mul_add, Matrix.mul_assoc]
          abel
      _ = D * Dᴴ + Ψ * (Dᴴ * D) * Ψᴴ := by
          rw [h0, h0', h1]
          simp
  rw [e, Matrix.trace_add, Matrix.trace_mul_comm D Dᴴ,
    Matrix.trace_mul_comm (Ψ * (Dᴴ * D)) Ψᴴ, ← Matrix.mul_assoc Ψᴴ Ψ, h1, Matrix.one_mul]
  ring
```

The splitting of the orbital speed holds for every square matrix A. Anti-Hermiticity is not needed here. It follows from the orbitals staying orthonormal, and it is what keeps P' fixed.

```lean
/-- For orthonormal orbitals and `D` orthogonal to the occupied space, the squared speed of
`D + Ψ A` is the sum of those of `D` and `A`, for every matrix `A`. -/
theorem trace_speed_add [DecidableEq k] {Ψ D : Matrix n k ℂ}
    (h1 : Ψᴴ * Ψ = 1) (h0 : Ψᴴ * D = 0) (A : Matrix k k ℂ) :
    trace ((D + Ψ * A)ᴴ * (D + Ψ * A)) = trace (Dᴴ * D) + trace (Aᴴ * A) := by
  have h0' : Dᴴ * Ψ = 0 := by
    have h := congrArg Matrix.conjTranspose h0
    simpa [Matrix.conjTranspose_mul] using h
  have e : (D + Ψ * A)ᴴ * (D + Ψ * A)
      = Dᴴ * D + (Dᴴ * Ψ) * A + Aᴴ * (Ψᴴ * D) + Aᴴ * (Ψᴴ * Ψ) * A := by
    simp only [Matrix.conjTranspose_add, Matrix.conjTranspose_mul, Matrix.add_mul,
      Matrix.mul_add, Matrix.mul_assoc]
    abel
  rw [e, h0, h0', h1]
  simp
```

The balance equation combines these results. Its proof constructs D = V − ΨΨᴴV, checks that ΨᴴD = 0, and applies the three preceding lemmas. Because P' is Hermitian, tr(P'²) is its squared speed. The final `linear_combination` adds the two trace identities, and the equation is then carried back to the real numbers.

```lean
/-- If the orbitals are orthonormal and `Ψᴴ V` is anti-Hermitian, twice the squared orbital
speed is the squared speed of the density matrix plus twice that of the rotation `Ψᴴ V`. -/
theorem speed_balance [DecidableEq k] {Ψ V : Matrix n k ℂ}
    (h1 : Ψᴴ * Ψ = 1) (hA : (Ψᴴ * V)ᴴ = -(Ψᴴ * V)) :
    2 * speedSq V = speedSq (densityVelocity Ψ V) + 2 * speedSq (Ψᴴ * V) := by
  -- split off the part of the velocity inside the occupied space
  obtain ⟨D, hD⟩ : ∃ D, D = V - Ψ * (Ψᴴ * V) := ⟨_, rfl⟩
  have hV : D + Ψ * (Ψᴴ * V) = V := by rw [hD]; abel
  have h0 : Ψᴴ * D = 0 := by
    rw [hD, Matrix.mul_sub, ← Matrix.mul_assoc Ψᴴ Ψ, h1, Matrix.one_mul, sub_self]
  have hP := densityVelocity_gauge Ψ D hA
  have hs := trace_speed_add h1 h0 (Ψᴴ * V)
  rw [hV] at hP hs
  have hH : (densityVelocity Ψ V)ᴴ = densityVelocity Ψ V := by
    simp [densityVelocity, Matrix.conjTranspose_add, Matrix.conjTranspose_mul, add_comm]
  have ht := trace_eq_speedSq (densityVelocity Ψ V)
  rw [hH, hP, trace_densityVelocity_sq h1 h0, ← hP] at ht
  rw [trace_eq_speedSq, trace_eq_speedSq, trace_eq_speedSq] at hs
  rw [trace_eq_speedSq] at ht
  have hc : (2 : ℂ) * speedSq V
      = speedSq (densityVelocity Ψ V) + 2 * speedSq (Ψᴴ * V) := by
    linear_combination 2 * hs + ht
  exact_mod_cast hc
```

## Orbitals that move in time

Derivatives are now taken entry by entry with respect to a real time. The product rule is applied to P_ij = Σ_l Ψ_il Ψ_jl*.

```lean
omit [Fintype n] in
/-- Orbitals moving with velocity `V` make the density matrix `Ψ Ψᴴ` move with velocity
`V Ψᴴ + Ψ Vᴴ`. -/
theorem hasDerivAt_density {Ψ : ℝ → Matrix n k ℂ} {V : Matrix n k ℂ} {t : ℝ}
    (hV : ∀ i j, HasDerivAt (fun s => Ψ s i j) (V i j) t) (i j : n) :
    HasDerivAt (fun s => (Ψ s * (Ψ s)ᴴ) i j) (densityVelocity (Ψ t) V i j) t := by
  have key : HasDerivAt (fun s => ∑ l, Ψ s i l * star (Ψ s j l))
      (∑ l, (V i l * star (Ψ t j l) + Ψ t i l * star (V j l))) t :=
    HasDerivAt.fun_sum fun l _ => (hV i l).fun_mul (hV j l).star
  simpa only [densityVelocity, Matrix.add_apply, Matrix.mul_apply,
    Matrix.conjTranspose_apply, Finset.sum_add_distrib] using key
```

Each entry of ΨᴴΨ is constant, so its derivative is zero. Uniqueness of the derivative turns this into the anti-Hermiticity of ΨᴴV.

```lean
omit [Fintype k] in
/-- If the orbitals stay orthonormal, the overlap `Ψᴴ V` of the orbitals with their velocity
is anti-Hermitian. -/
theorem overlap_antiHermitian [DecidableEq k] {Ψ : ℝ → Matrix n k ℂ} {V : Matrix n k ℂ}
    {t : ℝ} (h1 : ∀ s, (Ψ s)ᴴ * Ψ s = 1)
    (hV : ∀ i j, HasDerivAt (fun s => Ψ s i j) (V i j) t) :
    ((Ψ t)ᴴ * V)ᴴ = -((Ψ t)ᴴ * V) := by
  have h : Vᴴ * Ψ t + (Ψ t)ᴴ * V = 0 := by
    ext i j
    have key : HasDerivAt (fun s => ∑ l, star (Ψ s l i) * Ψ s l j)
        (∑ l, (star (V l i) * Ψ t l j + star (Ψ t l i) * V l j)) t :=
      HasDerivAt.fun_sum fun l _ => (hV l i).star.fun_mul (hV l j)
    -- the overlap matrix is constant in time
    have hc : (fun s => ∑ l, star (Ψ s l i) * Ψ s l j)
        = fun _ => (1 : Matrix k k ℂ) i j := by
      funext s
      rw [← h1 s]
      simp only [Matrix.mul_apply, Matrix.conjTranspose_apply]
    rw [hc] at key
    simp only [Matrix.add_apply, Matrix.mul_apply, Matrix.conjTranspose_apply,
      Matrix.zero_apply, ← Finset.sum_add_distrib]
    exact key.unique (hasDerivAt_const t _)
  rw [Matrix.conjTranspose_mul, Matrix.conjTranspose_conjTranspose]
  exact eq_neg_of_add_eq_zero_left h
```

The main theorem assumes that the orbitals are orthonormal at all times (`h1`), that they have velocity `V` at time `t` (`hV`), and that `P'` is the derivative of ΨΨᴴ there (`hP`). The last assumption only names the derivative, since `hV` already guarantees that it exists. The proof identifies `P'` with the product-rule expression and reads the inequality off the balance equation. In the case of equality, a vanishing sum of non-negative terms forces every entry of ΨᴴV to be zero.

```lean
/-- Let orbitals `Ψ`, orthonormal at all times, have velocity `V` and their density matrix `Ψ Ψᴴ`
velocity `P'` at time `t`. Then the squared speed of `P'` is at most twice that of `V`, with
equality exactly under parallel transport, `Ψᴴ V = 0`. -/
theorem parallel_transport_slowest [DecidableEq k] {Ψ : ℝ → Matrix n k ℂ}
    {V : Matrix n k ℂ} {P' : Matrix n n ℂ} {t : ℝ} (h1 : ∀ s, (Ψ s)ᴴ * Ψ s = 1)
    (hV : ∀ i j, HasDerivAt (fun s => Ψ s i j) (V i j) t)
    (hP : ∀ i j, HasDerivAt (fun s => (Ψ s * (Ψ s)ᴴ) i j) (P' i j) t) :
    speedSq P' ≤ 2 * speedSq V ∧ (speedSq P' = 2 * speedSq V ↔ (Ψ t)ᴴ * V = 0) := by
  have e : P' = densityVelocity (Ψ t) V := by
    ext i j
    exact (hP i j).unique (hasDerivAt_density hV i j)
  have hb := speed_balance (h1 t) (overlap_antiHermitian h1 hV)
  rw [← e] at hb
  have n1 : ∀ j ∈ (Finset.univ : Finset k), 0 ≤ ∑ i, ‖((Ψ t)ᴴ * V) i j‖ ^ 2 :=
    fun j _ => Finset.sum_nonneg fun i _ => sq_nonneg _
  have hn : 0 ≤ speedSq ((Ψ t)ᴴ * V) := Finset.sum_nonneg n1
  refine ⟨by linarith, fun h => ?_, fun h => ?_⟩
  · -- equality forces every entry of the overlap to vanish
    have hz : speedSq ((Ψ t)ᴴ * V) = 0 := by linarith
    unfold speedSq at hz
    ext i j
    have hj := (Finset.sum_eq_zero_iff_of_nonneg n1).1 hz j (Finset.mem_univ j)
    have n2 : ∀ l ∈ (Finset.univ : Finset k), 0 ≤ ‖((Ψ t)ᴴ * V) l j‖ ^ 2 :=
      fun l _ => sq_nonneg _
    have hij := (Finset.sum_eq_zero_iff_of_nonneg n2).1 hj i (Finset.mem_univ i)
    exact norm_eq_zero.1 (pow_eq_zero_iff two_ne_zero |>.1 hij)
  · have hz : speedSq ((Ψ t)ᴴ * V) = 0 := by
      rw [h]
      simp [speedSq]
    linarith
```

Orthonormality at the single instant t would not be enough. Take one orbital in one dimension, Ψ(s) = 1 + s, at t = 0. It is normalised at that moment, but P = (1 + s)² gives P' = 2, so tr(P'²) = 4, while 2 tr(VᴴV) = 2. The inequality fails because the norm is changing.

The last theorem gives an explicit case. The orbital (1, 0) moves with velocity (0, 1) at squared speed 1. Adding the phase rotation A = (i) changes the velocity to (i, 1) and doubles the squared speed, with the same P'.

```lean
/-- One orbital `Ψ = (1, 0)` with `D = (0, 1)` and `A = (i)` satisfies `Ψᴴ Ψ = 1`, `Ψᴴ D = 0` and
`Aᴴ = -A`, and the rotation raises the squared speed from 1 to 2. -/
theorem parallel_transport_witness :
    (!![1; 0] : Matrix (Fin 2) (Fin 1) ℂ)ᴴ * (!![1; 0] : Matrix (Fin 2) (Fin 1) ℂ) = 1 ∧
    (!![1; 0] : Matrix (Fin 2) (Fin 1) ℂ)ᴴ * (!![0; 1] : Matrix (Fin 2) (Fin 1) ℂ) = 0 ∧
    (!![Complex.I] : Matrix (Fin 1) (Fin 1) ℂ)ᴴ = -!![Complex.I] ∧
    speedSq (!![0; 1] : Matrix (Fin 2) (Fin 1) ℂ) = 1 ∧
    speedSq ((!![0; 1] : Matrix (Fin 2) (Fin 1) ℂ) +
      (!![1; 0] : Matrix (Fin 2) (Fin 1) ℂ) * (!![Complex.I] : Matrix (Fin 1) (Fin 1) ℂ))
      = 2 := by
  refine ⟨?_, ?_, ?_, ?_, ?_⟩
  · ext i j
    fin_cases i
    fin_cases j
    simp [Matrix.mul_apply, Fin.sum_univ_succ]
  · ext i j
    fin_cases i
    fin_cases j
    simp [Matrix.mul_apply, Fin.sum_univ_succ]
  · ext i j
    fin_cases i <;> fin_cases j <;> simp
  · simp [speedSq, Fin.sum_univ_succ]
  · simp [speedSq, Fin.sum_univ_succ]
    norm_num

end ParallelTransportOrbitals
```

```lean
#print axioms ParallelTransportOrbitals.parallel_transport_slowest
-- 'ParallelTransportOrbitals.parallel_transport_slowest' depends on axioms: [propext, Classical.choice, Quot.sound]
```

For real-time propagation with a hybrid functional, in a finite orthonormal basis and with a fixed number of fully occupied orbitals, the balance equation measures the orbital motion that a change of gauge, a time-dependent unitary rotation among the occupied orbitals, can remove. The step from there to a longer time step is a separate matter: integration error also depends on higher derivatives and on the integrator, whereas the theorem compares first derivatives at one instant. In a non-orthogonal basis, the overlap matrix of the basis functions would have to enter the products.
